# For u, g > 0, the scalar skeleton Dyson equation G = g + u g G⁴ has a positive solution exactly when u g⁴ ≤ 27/256

## Steps that shrink, then grow: is the solver at fault or the equation?

My self-consistency loop ran away, and I can't tell whether I need a better solver or whether there is nothing to find. I stripped the problem down to one real number, with a bare propagator g, a self-energy Σ(G) = u G³ and the update G ↦ g + g Σ(G) G, started from G = g. With g = 1 and u = 1/8 the first steps are 0.125, 0.075, 0.059 and 0.055, which looks like slow convergence. The next step is 0.059, and after that they keep growing. With u = 1/16 the same loop settles near 1.087, yet G = 2 also solves the equation. When is there a solution, and which one does the loop find?

## The number u g⁴ decides, and the loop finds the smaller root

At u = 1/8 the equation is at fault: it has no positive solution. For u, g > 0 there are two positive solutions if u g⁴ < 27/256 ≈ 0.1055, one if u g⁴ = 27/256, and none above that. The loop from g increases at every step. It converges to the smallest solution when one exists and tends to infinity otherwise.

**No solution above the threshold, one at it.** Written out, the equation is

G = g + u g G⁴.

Expanding the product on the right below gives 27G⁴ − 256g³(G − g). For a solution, G − g = u g G⁴, so

(27 − 256 u g⁴) G⁴ = (3G − 4g)² (3G² + 8gG + 16g²).

For G > 0 the right side is nonnegative. If u g⁴ > 27/256 the left side is negative, so no solution exists. If u g⁴ = 27/256 the left side is zero, and since the last factor is positive, G = 4g/3. Substitution confirms that this value is a solution.

**At most two solutions.** Let x and y be different solutions. Subtracting their equations gives x − y = u g (x⁴ − y⁴), and dividing by x − y leaves

u g (x + y)(x² + y²) = 1.

If z is another solution different from x, the same relation holds for x and z. The difference of the two relations is

(z − y) · u g (x² + x(z + y) + z² + zy + y²) = 0.

The second factor is positive, so z = y.

The condition x ≠ y matters here. Setting x = y in the relation would give 4 u g x³ = 1, which fails for the solution x = 2 at g = 1, u = 1/16, where the left side is 2.

**Two solutions below the threshold.** Let f(G) = g + u g G⁴ − G. Then

f(g) = u g⁵ > 0,

f(4g/3) = (256/81) g (u g⁴ − 27/256) < 0.

Take M = 4g/3 + 1 + 1/(u g). Then M ≥ 1 and u g M ≥ 1, so u g M⁴ ≥ M³ ≥ M and f(M) > 0. By the intermediate value theorem there is one root between g and 4g/3 and another between 4g/3 and M.

**The iteration.** Write a₀ = g and aₙ₊₁ = g + u g aₙ⁴. The first step is upwards, because a₁ − a₀ = u g⁵ > 0. The update preserves strict order among nonnegative numbers, so every later step is upwards too. Any positive solution G satisfies G > g = a₀, and if aₙ ≤ G, applying the update to both sides gives aₙ₊₁ ≤ G. The iterates therefore stay below every positive solution.

If they converge, continuity makes the limit a solution, and the bound makes it the smallest one. An increasing sequence without a finite limit tends to infinity. This cannot happen when a solution bounds it, and it must happen when there is none.

**Your two runs.** For g = 1 and u = 1/16, u g⁴ = 0.0625 is below the threshold. The equation becomes

G⁴ − 16G + 16 = (G − 2)(G³ + 2G² + 4G − 8) = 0,

with positive roots 2 and about 1.0874, on either side of 4/3. The iterates 1, 1.0625, 1.0797, 1.0849, 1.0866 climb to the smaller one. For u = 1/8, u g⁴ = 0.125 is too large. The iterates are 1, 1.125, 1.2002, 1.2594, 1.3145, 1.3732, and the last already exceeds 4/3. That alone rules out a solution, since the smallest solution never exceeds 4g/3 and bounds all iterates.

## What the Lean statement says about the model

`luttingerWard u G` is Φ(G) = u G⁴/4, and `selfEnergy u G` is Σ(G) = u G³. The theorem `hasDerivAt_luttingerWard` proves that Σ is the derivative of Φ, which fixes the normalisation. The quartic form is that of a single second-order skeleton diagram with four propagator lines; u stands for the product of its two interaction strengths and its numerical factor. The general Luttinger-Ward functional takes a full propagator, with its orbital and frequency dependence, and sums all skeleton diagrams.

`dysonStep u g G` is one update, and `dysonSolutions u g` is the set of its positive fixed points. The sequence `skeletonIter u g` has the value g at index 0, so `skeletonIter u g n` is aₙ. All quantities are real. The hypotheses `0 < u` and `0 < g` describe a bare propagator and a self-energy correction of the same sign, so that each correction enhances G.

The main theorem, `skeleton_trichotomy`, has one implication for each range of u g⁴. In the first, G₁ and G₂ are the two solutions. The inequalities `G₁ < 4 * g / 3` and `4 * g / 3 < G₂` locate the solutions and show that they are different. Without that, the count would not follow, because a set written `{G₁, G₂}` has only one element if the two names denote the same number. `Tendsto (skeletonIter u g) atTop (𝓝 G₁)` is convergence to G₁; in the third case the final `atTop` means growth beyond every bound.

The theorem gives no convergence rate and treats no other starting point, damping or mixing. Self-consistent diagrammatic calculations in electronic structure solve a Dyson equation of this shape, but often with another update, which holds Σ fixed and solves for the new G; here that would be G ↦ g/(1 − g Σ(G)), which the theorem does not treat. For the loop studied here, started from g, running away signals a missing solution. That inference does not carry over automatically to other starting points, other updates or matrix-valued propagators: with g = 1 and u = 1/16, the same loop started from G = 3 runs away although two solutions exist.

```lean
import Mathlib

open Filter Topology

namespace ScalarLuttingerWard

noncomputable section

/-- A scalar, single-diagram model of the Luttinger-Ward functional, `Φ(G) = u G⁴ / 4`. -/
def luttingerWard (u G : ℝ) : ℝ := u / 4 * G ^ 4

/-- The skeleton self-energy `Σ(G) = u G³`. -/
def selfEnergy (u G : ℝ) : ℝ := u * G ^ 3

/-- One update of the Dyson equation, `G ↦ g + g Σ(G) G`, with bare propagator `g`. -/
def dysonStep (u g G : ℝ) : ℝ := g + g * selfEnergy u G * G

/-- The positive propagators that solve the skeleton Dyson equation `G = g + g Σ(G) G`. -/
def dysonSolutions (u g : ℝ) : Set ℝ := {G | 0 < G ∧ G = dysonStep u g G}

/-- The self-consistent iteration, started from the bare propagator `g`. -/
def skeletonIter (u g : ℝ) : ℕ → ℝ
  | 0 => g
  | n + 1 => dysonStep u g (skeletonIter u g n)

/-- The self-energy is the derivative of the Luttinger-Ward functional with respect to the
propagator. -/
theorem hasDerivAt_luttingerWard (u G : ℝ) :
    HasDerivAt (luttingerWard u) (selfEnergy u G) G := by
  have h : HasDerivAt (luttingerWard u) (u / 4 * (((4 : ℕ) : ℝ) * G ^ 3)) G :=
    (hasDerivAt_pow 4 G).const_mul (u / 4)
  refine h.congr_deriv ?_
  unfold selfEnergy
  push_cast
  ring

/-- Every positive solution `G` obeys
`(27 - 256 u g⁴) G⁴ = (3G - 4g)² (3G² + 8gG + 16g²)`. -/
theorem threshold_identity {u g G : ℝ} (hG : G ∈ dysonSolutions u g) :
    (27 - 256 * (u * g ^ 4)) * G ^ 4
      = (3 * G - 4 * g) ^ 2 * (3 * G ^ 2 + 8 * g * G + 16 * g ^ 2) := by
  have h : G = g + g * (u * G ^ 3) * G := hG.2
  linear_combination 256 * g ^ 3 * h

/-- Two different positive solutions `x` and `y` obey `u g (x + y)(x² + y²) = 1`. -/
theorem pair_relation {u g x y : ℝ} (hx : x ∈ dysonSolutions u g)
    (hy : y ∈ dysonSolutions u g) (hxy : x ≠ y) :
    u * g * ((x + y) * (x ^ 2 + y ^ 2)) = 1 := by
  have h1 : x = g + g * (u * x ^ 3) * x := hx.2
  have h2 : y = g + g * (u * y ^ 3) * y := hy.2
  apply mul_left_cancel₀ (sub_ne_zero.2 hxy)
  linear_combination h2 - h1

/-- For `u, g > 0` the Dyson update preserves the strict order of nonnegative propagators. -/
theorem dysonStep_lt {u g x y : ℝ} (hu : 0 < u) (hg : 0 < g) (hx : 0 ≤ x) (hxy : x < y) :
    dysonStep u g x < dysonStep u g y := by
  have h4 : x ^ 4 < y ^ 4 := pow_lt_pow_left₀ hxy hx (by norm_num)
  have h := mul_lt_mul_of_pos_left h4 (mul_pos hu hg)
  unfold dysonStep selfEnergy
  linarith [show g * (u * x ^ 3) * x = u * g * x ^ 4 by ring,
    show g * (u * y ^ 3) * y = u * g * y ^ 4 by ring]

/-- For `u, g > 0` the iterates are positive and strictly increasing. -/
theorem skeletonIter_increasing {u g : ℝ} (hu : 0 < u) (hg : 0 < g) :
    (∀ n, 0 < skeletonIter u g n) ∧ StrictMono (skeletonIter u g) := by
  have hpos : ∀ n, 0 < skeletonIter u g n := by
    intro n
    induction n with
    | zero => exact hg
    | succ n ih =>
      show 0 < g + g * (u * skeletonIter u g n ^ 3) * skeletonIter u g n
      positivity
  refine ⟨hpos, strictMono_nat_of_lt_succ fun n => ?_⟩
  induction n with
  | zero =>
    show g < g + g * (u * g ^ 3) * g
    have : 0 < g * (u * g ^ 3) * g := by positivity
    linarith
  | succ n ih => exact dysonStep_lt hu hg (hpos n).le ih

/-- For `u, g > 0` no iterate exceeds any positive solution. -/
theorem skeletonIter_le {u g G : ℝ} (hu : 0 < u) (hg : 0 < g)
    (hG : G ∈ dysonSolutions u g) (n : ℕ) : skeletonIter u g n ≤ G := by
  have hG0 : 0 < G := hG.1
  have h : G = g + g * (u * G ^ 3) * G := hG.2
  induction n with
  | zero =>
    show g ≤ G
    have : 0 < g * (u * G ^ 3) * G := by positivity
    linarith
  | succ n ih =>
    rw [hG.2]
    rcases ih.lt_or_eq with hlt | heq
    · exact (dysonStep_lt hu hg ((skeletonIter_increasing hu hg).1 n).le hlt).le
    · exact (congrArg (dysonStep u g) heq).le

/-- For `u, g > 0`, if the iteration converges, its limit is the smallest positive solution. -/
theorem limit_isLeast {u g L : ℝ} (hu : 0 < u) (hg : 0 < g)
    (h : Tendsto (skeletonIter u g) atTop (𝓝 L)) : IsLeast (dysonSolutions u g) L := by
  have hL : g ≤ L := (skeletonIter_increasing hu hg).2.monotone.ge_of_tendsto h 0
  have hc : Continuous (dysonStep u g) := by
    show Continuous (fun G : ℝ => g + g * (u * G ^ 3) * G)
    fun_prop
  -- the shifted sequence has the same limit, so the limit is a fixed point
  have h1 : Tendsto (fun n => skeletonIter u g (n + 1)) atTop (𝓝 L) :=
    h.comp (tendsto_add_atTop_nat 1)
  have h2 : Tendsto (fun n => skeletonIter u g (n + 1)) atTop (𝓝 (dysonStep u g L)) :=
    (hc.tendsto L).comp h
  exact ⟨⟨hg.trans_le hL, tendsto_nhds_unique h1 h2⟩,
    fun G hG => le_of_tendsto' h (skeletonIter_le hu hg hG)⟩

/-- For `u, g > 0` the iteration converges to the smallest positive solution when there is one. -/
theorem tendsto_least {u g G : ℝ} (hu : 0 < u) (hg : 0 < g)
    (hG : IsLeast (dysonSolutions u g) G) : Tendsto (skeletonIter u g) atTop (𝓝 G) := by
  rcases tendsto_atTop_of_monotone (skeletonIter_increasing hu hg).2.monotone with h | ⟨L, h⟩
  · obtain ⟨n, hn⟩ := (h.eventually_gt_atTop G).exists
    exact absurd (skeletonIter_le hu hg hG.1 n) (not_le_of_gt hn)
  · rwa [hG.unique (limit_isLeast hu hg h)]

/-- For `u, g > 0` the skeleton Dyson equation has two, one or no positive solutions according as
`u g⁴` is below, equal to or above `27/256`. The iteration from `g` converges to the smallest
solution in the first two cases and tends to infinity in the third. -/
theorem skeleton_trichotomy {u g : ℝ} (hu : 0 < u) (hg : 0 < g) :
    (u * g ^ 4 < 27 / 256 → ∃ G₁ G₂, G₁ < 4 * g / 3 ∧ 4 * g / 3 < G₂ ∧
      dysonSolutions u g = {G₁, G₂} ∧ Tendsto (skeletonIter u g) atTop (𝓝 G₁)) ∧
    (u * g ^ 4 = 27 / 256 → dysonSolutions u g = {4 * g / 3} ∧
      Tendsto (skeletonIter u g) atTop (𝓝 (4 * g / 3))) ∧
    (27 / 256 < u * g ^ 4 → dysonSolutions u g = ∅ ∧
      Tendsto (skeletonIter u g) atTop atTop) := by
  refine ⟨fun h => ?_, fun h => ?_, fun h => ?_⟩
  · -- the residual is positive at `g`, negative at `4g/3`, positive at a large `M`
    let f : ℝ → ℝ := fun G => g + g * (u * G ^ 3) * G - G
    have hf : Continuous f := by fun_prop
    have fg : 0 < f g := by
      show 0 < g + g * (u * g ^ 3) * g - g
      have : 0 < g * (u * g ^ 3) * g := by positivity
      linarith
    have fc : f (4 * g / 3) < 0 := by
      show g + g * (u * (4 * g / 3) ^ 3) * (4 * g / 3) - 4 * g / 3 < 0
      nlinarith [mul_pos hg (sub_pos.2 h)]
    obtain ⟨M, hM, hM1, hM2⟩ : ∃ M : ℝ, 4 * g / 3 < M ∧ 1 ≤ M ∧ 1 ≤ u * g * M := by
      have hi : 0 < 1 / (u * g) := by positivity
      refine ⟨4 * g / 3 + 1 + 1 / (u * g), by linarith, by linarith, ?_⟩
      have hp : 0 < u * g * (4 * g / 3 + 1) := by positivity
      rw [mul_add, mul_one_div_cancel (mul_pos hu hg).ne']
      linarith
    have fM : 0 < f M := by
      show 0 < g + g * (u * M ^ 3) * M - M
      have hM0 : 0 ≤ M := by linarith
      have a1 : 0 ≤ M * (M - 1) * (M + 1) :=
        mul_nonneg (mul_nonneg hM0 (by linarith)) (by linarith)
      have a2 : 0 ≤ (u * g * M - 1) * M ^ 3 := mul_nonneg (by linarith) (by positivity)
      nlinarith [a1, a2]
    obtain ⟨x, hx, fx⟩ := intermediate_value_Ioo' (by linarith : g ≤ 4 * g / 3)
      hf.continuousOn ⟨fc, fg⟩
    obtain ⟨y, hy, fy⟩ := intermediate_value_Ioo hM.le hf.continuousOn ⟨fc, fM⟩
    have hx0 : 0 < x := hg.trans hx.1
    have hy0 : 0 < y := by linarith [hy.1]
    have sx : x ∈ dysonSolutions u g := ⟨hx0, (sub_eq_zero.1 fx).symm⟩
    have sy : y ∈ dysonSolutions u g := ⟨hy0, (sub_eq_zero.1 fy).symm⟩
    have hxy : x < y := hx.2.trans hy.1
    -- a third solution would violate the pair relation
    have hall : ∀ z ∈ dysonSolutions u g, z = x ∨ z = y := by
      intro z hz
      by_cases hzx : z = x
      · exact Or.inl hzx
      · right
        have hz0 : 0 < z := hz.1
        have e1 := pair_relation sx sy hxy.ne
        have e2 := pair_relation sx hz (Ne.symm hzx)
        have hq : 0 < u * g * (x ^ 2 + x * (z + y) + z ^ 2 + z * y + y ^ 2) := by positivity
        have e : (z - y) * (u * g * (x ^ 2 + x * (z + y) + z ^ 2 + z * y + y ^ 2)) = 0 := by
          linear_combination e2 - e1
        exact sub_eq_zero.1 ((mul_eq_zero.1 e).resolve_right hq.ne')
    refine ⟨x, y, hx.2, hy.1, ?_, tendsto_least hu hg ⟨sx, fun z hz => ?_⟩⟩
    · ext z
      simp only [Set.mem_insert_iff, Set.mem_singleton_iff]
      refine ⟨hall z, fun hz => ?_⟩
      rcases hz with hz | hz
      · rw [hz]; exact sx
      · rw [hz]; exact sy
    · rcases hall z hz with hz | hz <;> linarith
  · have sc : 4 * g / 3 ∈ dysonSolutions u g := by
      refine ⟨by positivity, ?_⟩
      unfold dysonStep selfEnergy
      linear_combination (-256 / 81 * g) * h
    -- at the threshold the identity forces the double root
    have hall : ∀ z ∈ dysonSolutions u g, z = 4 * g / 3 := by
      intro z hz
      have hz0 : 0 < z := hz.1
      have hq : 0 < 3 * z ^ 2 + 8 * g * z + 16 * g ^ 2 := by positivity
      have e : (3 * z - 4 * g) ^ 2 * (3 * z ^ 2 + 8 * g * z + 16 * g ^ 2) = 0 := by
        rw [← threshold_identity hz, h]
        ring
      have e0 := pow_eq_zero_iff (two_ne_zero) |>.1 ((mul_eq_zero.1 e).resolve_right hq.ne')
      linarith
    exact ⟨Set.eq_singleton_iff_unique_mem.2 ⟨sc, hall⟩,
      tendsto_least hu hg ⟨sc, fun z hz => (hall z hz).ge⟩⟩
  · have hno : ∀ z, z ∉ dysonSolutions u g := by
      intro z hz
      have hz0 : 0 < z := hz.1
      have e := threshold_identity hz
      have hr : 0 ≤ (3 * z - 4 * g) ^ 2 * (3 * z ^ 2 + 8 * g * z + 16 * g ^ 2) := by
        positivity
      have hl : (27 - 256 * (u * g ^ 4)) * z ^ 4 < 0 :=
        mul_neg_of_neg_of_pos (by linarith) (by positivity)
      linarith
    refine ⟨Set.eq_empty_iff_forall_notMem.2 hno, ?_⟩
    rcases tendsto_atTop_of_monotone (skeletonIter_increasing hu hg).2.monotone with ht | ⟨L, ht⟩
    · exact ht
    · exact absurd (limit_isLeast hu hg ht).1 (hno L)

end

end ScalarLuttingerWard
```

```lean
#print axioms ScalarLuttingerWard.hasDerivAt_luttingerWard
#print axioms ScalarLuttingerWard.skeleton_trichotomy
```

```
'ScalarLuttingerWard.hasDerivAt_luttingerWard' depends on axioms: [propext, Classical.choice, Quot.sound]
'ScalarLuttingerWard.skeleton_trichotomy' depends on axioms: [propext, Classical.choice, Quot.sound]
```

## From the algebra to the Lean proof

`threshold_identity` and `pair_relation` are the two algebraic relations above. In the first, `linear_combination 256 * g ^ 3 * h` multiplies the Dyson equation by 256g³ and leaves a polynomial identity to check. In the second, `mul_left_cancel₀` divides by x − y, using the hypothesis `x ≠ y`.

`dysonStep_lt` is the preservation of order. Induction on n then gives positivity and strict increase in `skeletonIter_increasing`, and the upper bound in `skeletonIter_le`. For `limit_isLeast`, the shifted sequence aₙ₊₁ tends both to L and to the update of L, so uniqueness of limits makes L a fixed point; the upper bound makes it the least. `tendsto_least` starts from the alternative that a monotone sequence either tends to infinity or has a finite limit, and uses the given solution to exclude the first.

The main proof treats the three ranges in turn:

- Below the threshold, `fg`, `fc` and `fM` are the three signs of f. `intermediate_value_Ioo'` handles the descending sign change and `intermediate_value_Ioo` the ascending one. The step `hall` subtracts two pair relations to exclude a third solution.
- At the threshold, the identity reduces to a vanishing product with one positive factor, which leaves 3z − 4g = 0 for any solution z.
- Above it, the two sides of the identity have incompatible signs. A finite limit of the iteration would be a solution by `limit_isLeast`, so only divergence to infinity remains.
